# For c in [0,1], the longest purification step that keeps [0,1] inside itself is 1/max(c, 1−c)

A purification step is called safe here if it sends every number in [0,1] to a number in [0,1], whether or not that number is an eigenvalue of the density matrix at hand. This makes safety a property of two real parameters, the unstable point c and the step length k, and it can be decided without knowing the spectrum. The price is some caution: a particular matrix may tolerate a longer step, because none of its eigenvalues lies where the step does harm.

## The bound on the step length

Let x be the occupation of a natural spin orbital, that is, an eigenvalue of the one-particle density matrix in an orthonormal basis of spin orbitals. One step replaces x by

f(x) = x + k x (1−x)(x−c).

The points 0, c and 1 are fixed. For k > 0 and 0 < c < 1, occupations between 0 and c are lowered and those between c and 1 are raised. If k is too large, they overshoot.

For 0 ≤ c ≤ 1 and k > 0, the step is safe if and only if

kc ≤ 1 and k(1−c) ≤ 1.

Both conditions together say k ≤ 1/max(c, 1−c), and the step of exactly this length is still safe.

## The branch on c in a canonical purification code

For a density matrix P the same step reads

P′ = P + k P(1−P)(P−c).

Canonical purification chooses c so that the electron number tr P stays fixed:

c = tr(P² − P³) / tr(P − P²).

It then divides by the larger of c and 1−c. Expanding the cubic with k = 1/c, for c ≥ 1/2, gives

P′ = [(1+c)P² − P³] / c,

and with k = 1/(1−c), for c ≤ 1/2,

P′ = [(1−2c)P + (1+c)P² − P³] / (1−c).

The two branches are therefore one formula with the longest safe k. Taking the wrong branch does visible damage. With c = 0.1 and k = 1/c = 10, the occupation 0.6 becomes 0.6 + 10 · 0.6 · 0.4 · 0.5 = 1.8.

For electronic structure codes, the bound means that a single step with c in [0,1] and k within the limit, carried out in exact arithmetic on a one-particle density matrix with occupations in [0,1], creates no negative or more than full spin orbitals.

## Why the two inequalities are necessary and sufficient

**Necessity of kc ≤ 1.** Factor out x:

f(x) = x [1 − kc + kx(1+c−x)].

Suppose kc > 1, and take the occupation

x = (kc−1)/(2k).

It is positive. It is also below 1, because c ≤ 1 gives kc − 1 < k. Since c ≤ 1 and x > 0, we have 1+c−x < 2, and so

kx(1+c−x) < 2kx = kc − 1.

The bracket is negative, hence f(x) < 0, and the step is not safe.

**Necessity of k(1−c) ≤ 1.** Write f(x; c) to show the unstable point. Direct expansion gives the particle-hole symmetry

f(1−x; c) = 1 − f(x; 1−c).

If the step with c is safe, the left side lies in [0,1] for every x in [0,1], and therefore so does f(x; 1−c). The step with 1−c is then safe too. Since 1−c ≤ 1, the first bound applies to it and reads k(1−c) ≤ 1.

**Sufficiency.** For x and y in [0,1], the difference of two updated occupations factors as

f(y) − f(x) = (y−x) q,

q = 1 − k[c − (1+c)(x+y) + x² + xy + y²].

The factor q can be rewritten as

q = (1−kc)(1−x)(1−y) + (1−k(1−c))xy + x(1−y) + y(1−x) + kx(1−x) + ky(1−y).

To check this, note that the terms without k add up to (1−x)(1−y) + xy + x(1−y) + y(1−x) = 1. The coefficient of k is

−c(1−x)(1−y) − (1−c)xy + x − x² + y − y² = −c + (1+c)(x+y) − x² − xy − y².

Under the two bounds all six terms are nonnegative, so q ≥ 0 and f is monotone on [0,1]. With f(0) = 0 and f(1) = 1 this gives

0 = f(0) ≤ f(x) ≤ f(1) = 1.

The argument also shows that, for c in [0,1] and k > 0, a step is safe exactly when it preserves the order of the occupations: safety gives the two bounds, the bounds give monotonicity, and monotonicity gives safety.

**The longest step.** The number max(c, 1−c) is at least 1/2, so division by it is harmless. The two bounds say k max(c, 1−c) ≤ 1, which is k ≤ 1/max(c, 1−c), with equality allowed.

**Matrices.** If Pv = xv, then each factor of P(1−P)(P−c) acts on v as a number, and P′v = f(x)v. Taking the trace of the update gives

tr P′ = tr P + k[tr(P² − P³) − c tr(P − P²)].

For k ≠ 0 the trace is conserved exactly when c tr(P − P²) = tr(P² − P³). This condition does not contain k, so c can be fixed by the electron number and k by safety.

**Steps at the midpoint and at the ends.** At c = 1/2 the longest safe step is k = 2, and the update becomes the McWeeny polynomial 3x² − 2x³. At c = 0 or c = 1 the longest safe step is k = 1, giving x + x² − x³ and 2x² − x³ respectively. The limit thus varies only between 1 and 2 over the whole range of c.

## The Lean file

```lean
import Mathlib

open Matrix Set

namespace CanonicalPurificationStep

noncomputable section

/-- The purified occupation obtained from the occupation `x`, with unstable point `c` and
step length `k`. -/
def purify (c k x : ℝ) : ℝ := x + k * x * (1 - x) * (x - c)

/-- A purification step is safe if it sends every occupation in `[0,1]` to an occupation
in `[0,1]`. -/
def IsSafe (c k : ℝ) : Prop := MapsTo (purify c k) (Icc 0 1) (Icc 0 1)

/-- The purification step with parameters `c` and `k`, applied to a complex square matrix `P`. -/
def purifyMatrix {n : Type*} [Fintype n] [DecidableEq n] (c k : ℝ) (P : Matrix n n ℂ) :
    Matrix n n ℂ :=
  P + (k : ℂ) • (P * (1 - P) * (P - (c : ℂ) • (1 : Matrix n n ℂ)))

/-- Particle-hole symmetry: purifying the hole occupation `1 - x` with unstable point `c` gives
the hole occupation of `x` purified with unstable point `1 - c`. -/
theorem purify_particle_hole (c k x : ℝ) :
    purify c k (1 - x) = 1 - purify (1 - c) k x := by
  unfold purify
  ring

/-- A safe step of positive length `k` with unstable point `c ≤ 1` satisfies `k c ≤ 1`. -/
theorem mul_le_one_of_isSafe {c k : ℝ} (hc : c ≤ 1) (hk : 0 < k) (h : IsSafe c k) :
    k * c ≤ 1 := by
  by_contra hcon
  have hgt : 1 < k * c := lt_of_not_ge hcon
  have hkc : k * c ≤ k := mul_le_of_le_one_right hk.le hc
  -- a small occupation that is pushed below zero
  obtain ⟨x, hx⟩ : ∃ x : ℝ, x = (k * c - 1) / (2 * k) := ⟨_, rfl⟩
  have hx0 : 0 < x := by
    rw [hx]
    exact div_pos (by linarith) (by linarith)
  have hx1 : x ≤ 1 := by
    rw [hx, div_le_one (by linarith)]
    linarith
  have hkx : k * x * 2 = k * c - 1 := by
    rw [hx]
    field_simp
  have hlt : k * x * (1 + c - x) < k * x * 2 :=
    mul_lt_mul_of_pos_left (by linarith) (mul_pos hk hx0)
  have hneg : x * (1 - k * c + k * x * (1 + c - x)) < 0 :=
    mul_neg_of_pos_of_neg hx0 (by linarith)
  have heq : purify c k x = x * (1 - k * c + k * x * (1 + c - x)) := by
    unfold purify
    ring
  have hpos : 0 ≤ purify c k x := (h ⟨hx0.le, hx1⟩).1
  linarith

/-- If `k c ≤ 1` and `k (1 - c) ≤ 1`, a step of length `k ≥ 0` preserves the order of the
occupations in `[0,1]`. -/
theorem monotoneOn_purify {c k : ℝ} (hk : 0 ≤ k) (h0 : k * c ≤ 1) (h1 : k * (1 - c) ≤ 1) :
    MonotoneOn (purify c k) (Icc 0 1) := by
  intro x hx y hy hxy
  have hx' : 0 ≤ 1 - x := by linarith [hx.2]
  have hy' : 0 ≤ 1 - y := by linarith [hy.2]
  have a1 : k * c * ((1 - x) * (1 - y)) ≤ (1 - x) * (1 - y) :=
    mul_le_of_le_one_left (mul_nonneg hx' hy') h0
  have a2 : k * (1 - c) * (x * y) ≤ x * y :=
    mul_le_of_le_one_left (mul_nonneg hx.1 hy.1) h1
  have a3 : 0 ≤ k * (x * (1 - x)) := mul_nonneg hk (mul_nonneg hx.1 hx')
  have a4 : 0 ≤ k * (y * (1 - y)) := mul_nonneg hk (mul_nonneg hy.1 hy')
  have a5 : 0 ≤ x * (1 - y) := mul_nonneg hx.1 hy'
  have a6 : 0 ≤ y * (1 - x) := mul_nonneg hy.1 hx'
  -- the difference quotient of the cubic is nonnegative
  have hq : 0 ≤ 1 - k * (c - (1 + c) * (x + y) + x ^ 2 + x * y + y ^ 2) := by
    nlinarith [a1, a2, a3, a4, a5, a6]
  have hd : purify c k y - purify c k x =
      (y - x) * (1 - k * (c - (1 + c) * (x + y) + x ^ 2 + x * y + y ^ 2)) := by
    unfold purify
    ring
  have := mul_nonneg (sub_nonneg.2 hxy) hq
  linarith

/-- A step that preserves the order of the occupations in `[0,1]` is safe. -/
theorem isSafe_of_monotoneOn {c k : ℝ} (h : MonotoneOn (purify c k) (Icc 0 1)) :
    IsSafe c k := by
  intro x hx
  -- empty and full orbitals are fixed points
  have e0 : purify c k 0 = 0 := by simp [purify]
  have e1 : purify c k 1 = 1 := by simp [purify]
  have l := h (left_mem_Icc.2 zero_le_one) hx hx.1
  have u := h hx (right_mem_Icc.2 zero_le_one) hx.2
  rw [e0] at l
  rw [e1] at u
  exact ⟨l, u⟩

/-- For an unstable point `c` in `[0,1]` and a step length `k > 0`, the purification step keeps
all occupations in `[0,1]` if and only if `k c ≤ 1` and `k (1 - c) ≤ 1`. -/
theorem isSafe_iff {c k : ℝ} (hc0 : 0 ≤ c) (hc1 : c ≤ 1) (hk : 0 < k) :
    IsSafe c k ↔ k * c ≤ 1 ∧ k * (1 - c) ≤ 1 := by
  constructor
  · intro h
    refine ⟨mul_le_one_of_isSafe hc1 hk h, mul_le_one_of_isSafe (by linarith) hk ?_⟩
    -- the second bound is the first one for holes
    intro x hx
    have hm := h (show 1 - x ∈ Icc (0 : ℝ) 1 from ⟨by linarith [hx.2], by linarith [hx.1]⟩)
    rw [purify_particle_hole] at hm
    exact ⟨by linarith [hm.2], by linarith [hm.1]⟩
  · rintro ⟨h0, h1⟩
    exact isSafe_of_monotoneOn (monotoneOn_purify hk.le h0 h1)

/-- For `c` in `[0,1]` and `k > 0`, a step is safe if and only if it preserves the order of the
occupations in `[0,1]`. -/
theorem isSafe_iff_monotoneOn {c k : ℝ} (hc0 : 0 ≤ c) (hc1 : c ≤ 1) (hk : 0 < k) :
    IsSafe c k ↔ MonotoneOn (purify c k) (Icc 0 1) := by
  refine ⟨fun h => ?_, isSafe_of_monotoneOn⟩
  obtain ⟨h0, h1⟩ := (isSafe_iff hc0 hc1 hk).1 h
  exact monotoneOn_purify hk.le h0 h1

/-- For `c` in `[0,1]`, the longest safe step has length `1 / max c (1 - c)`. -/
theorem isGreatest_safe_step {c : ℝ} (hc0 : 0 ≤ c) (hc1 : c ≤ 1) :
    IsGreatest {k : ℝ | 0 < k ∧ IsSafe c k} (1 / max c (1 - c)) := by
  have l1 : c ≤ max c (1 - c) := le_max_left _ _
  have l2 : 1 - c ≤ max c (1 - c) := le_max_right _ _
  have hm : 0 < max c (1 - c) := by linarith
  have hk : 0 < 1 / max c (1 - c) := one_div_pos.2 hm
  constructor
  · refine ⟨hk, (isSafe_iff hc0 hc1 hk).2 ⟨?_, ?_⟩⟩
    · rw [one_div_mul_eq_div, div_le_one hm]
      exact l1
    · rw [one_div_mul_eq_div, div_le_one hm]
      exact l2
  · rintro k ⟨hk0, hs⟩
    obtain ⟨h0, h1⟩ := (isSafe_iff hc0 hc1 hk0).1 hs
    rw [le_div_iff₀ hm]
    rcases max_choice c (1 - c) with h | h
    · rw [h]
      exact h0
    · rw [h]
      exact h1

/-- If `P v = x v` with `x` real, then `purifyMatrix c k P` sends `v` to `purify c k x` times `v`.
-/
theorem purifyMatrix_mulVec {n : Type*} [Fintype n] [DecidableEq n] (c k x : ℝ)
    (P : Matrix n n ℂ) (v : n → ℂ) (hv : P *ᵥ v = (x : ℂ) • v) :
    purifyMatrix c k P *ᵥ v = (purify c k x : ℂ) • v := by
  simp only [purifyMatrix, purify, Matrix.add_mulVec, Matrix.smul_mulVec,
    ← Matrix.mulVec_mulVec, Matrix.sub_mulVec, Matrix.one_mulVec, Matrix.mulVec_sub,
    Matrix.mulVec_smul, hv]
  push_cast
  module

/-- A step of nonzero length `k` conserves the trace of a complex matrix `P` if and only if `c tr(P
- P²) = tr(P² - P³)`. -/
theorem trace_purifyMatrix_eq_iff {n : Type*} [Fintype n] [DecidableEq n] {c k : ℝ}
    (hk : k ≠ 0) (P : Matrix n n ℂ) :
    (purifyMatrix c k P).trace = P.trace ↔
      (c : ℂ) * (P - P ^ 2).trace = (P ^ 2 - P ^ 3).trace := by
  have e1 : P * (1 - P) * P = P ^ 2 - P ^ 3 := by noncomm_ring
  have e2 : P * (1 - P) = P - P ^ 2 := by noncomm_ring
  have e3 : P * (1 - P) * (P - (c : ℂ) • (1 : Matrix n n ℂ)) =
      (P ^ 2 - P ^ 3) - (c : ℂ) • (P - P ^ 2) := by
    rw [mul_sub, mul_smul_comm, mul_one, e1, e2]
  have ht : (purifyMatrix c k P).trace =
      P.trace + (k : ℂ) * ((P ^ 2 - P ^ 3).trace - (c : ℂ) * (P - P ^ 2).trace) := by
    unfold purifyMatrix
    rw [e3]
    simp only [Matrix.trace_add, Matrix.trace_smul, Matrix.trace_sub, smul_eq_mul]
  have hk' : (k : ℂ) ≠ 0 := Complex.ofReal_ne_zero.2 hk
  rw [ht]
  constructor
  · intro h
    have hz : (k : ℂ) * ((P ^ 2 - P ^ 3).trace - (c : ℂ) * (P - P ^ 2).trace) = 0 := by
      linear_combination h
    exact (sub_eq_zero.1 ((mul_eq_zero.1 hz).resolve_left hk')).symm
  · intro h
    rw [h, sub_self, mul_zero, add_zero]

end

end CanonicalPurificationStep
```

```lean
#print axioms CanonicalPurificationStep.isSafe_iff_monotoneOn
#print axioms CanonicalPurificationStep.isGreatest_safe_step
#print axioms CanonicalPurificationStep.purifyMatrix_mulVec
#print axioms CanonicalPurificationStep.trace_purifyMatrix_eq_iff
```

```
'CanonicalPurificationStep.isSafe_iff_monotoneOn' depends on axioms: [propext, Classical.choice, Quot.sound]
'CanonicalPurificationStep.isGreatest_safe_step' depends on axioms: [propext, Classical.choice, Quot.sound]
'CanonicalPurificationStep.purifyMatrix_mulVec' depends on axioms: [propext, Classical.choice, Quot.sound]
'CanonicalPurificationStep.trace_purifyMatrix_eq_iff' depends on axioms: [propext, Classical.choice, Quot.sound]
```

## Occupations and density matrices as Lean objects

`purify c k x` is f(x), with all three arguments real. `IsSafe c k` uses `MapsTo` to say that this function sends the closed interval `Icc 0 1` into itself. The main equivalence is `isSafe_iff`, whose hypotheses are 0 ≤ c, c ≤ 1 and 0 < k. In `isGreatest_safe_step`, the predicate `IsGreatest` says that 1/max(c, 1−c) belongs to the set of positive safe step lengths and that no member of the set exceeds it.

`purifyMatrix c k P` is P′ for a complex square matrix of any finite size. The parameters c and k remain real and are cast to complex numbers where they multiply a matrix. Neither matrix theorem requires P to be Hermitian. `purifyMatrix_mulVec` takes a vector with Pv = xv for a real x and returns P′v = f(x)v, without asking for v to be normalised. `trace_purifyMatrix_eq_iff` states the conservation condition as a product and not as a quotient, so it also covers an idempotent P, for which both sides vanish and every c conserves the trace. For such a P the quotient formula for c reads 0/0, so a code that uses it needs a separate rule for this case.

## How the lemmas follow the derivation

`mul_le_one_of_isSafe` is the first necessity argument. It assumes kc > 1, introduces the same small occupation x, records 2kx = kc − 1 as `hkx`, and derives a negative value of `purify c k x` that contradicts safety. `purify_particle_hole` is the symmetry, proved by `ring`. In `isSafe_iff` the first lemma is used a second time with 1−c in place of c, and the symmetry supplies the safety that it needs.

`monotoneOn_purify` proves q ≥ 0 as `hq` and the factorisation as `hd`. It needs only k ≥ 0 and the two bounds, not c in [0,1]. `isSafe_of_monotoneOn` then compares x with the fixed points 0 and 1, and `isSafe_iff_monotoneOn` assembles the equivalence with order preservation.

In the eigenvector theorem, `simp` pushes the matrix products onto v and `module` compares the resulting multiples of v. In the trace theorem, `noncomm_ring` expands the products of P, after which linearity of the trace gives the formula above and k ≠ 0 allows the factor k to be cancelled.

## Six nonnegative terms for `nlinarith`

The sufficiency proof turns on one call to `nlinarith`, which establishes `hq`. This tactic looks for a contradiction between the hypotheses and the negated goal. It may multiply pairs of inequalities, and it then searches for a linear combination with nonnegative weights in which each monomial, such as x²y or kcxy, is treated as a separate unknown.

Here the products are supplied in advance. The facts `a1` to `a6` say that the six terms in the rewritten q are nonnegative; `a1` and `a2` carry the two step bounds, already multiplied by (1−x)(1−y) and xy. Adding all six with weight 1 gives q ≥ 0, so a suitable combination exists before the tactic multiplies anything. The decomposition of q is the mathematical content of the call, and the search only has to find the weights.

## One exact step, with the spectrum left open

The theorems concern one step. They say nothing about convergence of the iteration, its speed, or the idempotent matrix that it might reach. They use exact real and complex numbers, so rounding and the truncation of small elements in sparse linear-scaling codes are not modelled. Either of these can push an eigenvalue slightly outside [0,1], where the safety statement no longer applies.

The condition c in [0,1] is a hypothesis. It stands for an unstable point that lies among the admissible occupations. For a Hermitian P with occupations xᵢ in [0,1], not all of them 0 or 1, the canonical c is the average of the xᵢ with weights xᵢ(1−xᵢ), and so it satisfies the condition. Such a P also has a complete eigenbasis, so applying the eigenvector theorem to each basis vector carries the scalar bound over to the whole spectrum of P′. These two observations are short textbook arguments that a reader has to add to the file.

Finally, the necessity half is a statement about the interval. If k exceeds the limit, some occupation in [0,1] is sent outside, but a given P need not have that occupation.
